# Averaging the rotational constants of planar geometries gives a nonnegative inertial defect

Take finitely many planar, nonlinear geometries, average their rotational constants with positive weights, and convert each mean back to a moment of inertia. The inertial defect of the resulting moments is nonnegative, and it is zero exactly when the ratio of the first in-plane moment to the second is the same in every geometry, with the order of the two axes fixed by their labels.

## The defect as a weighted sum of squares

Let geometry $k$ have in-plane principal moments $a_k, b_k > 0$ and weight $w_k > 0$, with $\sum_k w_k = 1$. Planarity makes the out-of-plane moment $a_k + b_k$, so each geometry alone has zero defect. A moment $I$ has rotational constant $\kappa/I$, where $\kappa > 0$ fixes the units ($\hbar^2/2$ for energies). Averaging the constants of moments $I_k$ and converting back gives

$$\frac{\kappa}{\sum_k w_k\,\kappa/I_k} = \frac{1}{\sum_k w_k/I_k},$$

the weighted harmonic mean. Write $A$, $B$ and $C$ for this mean of $a_k$, $b_k$ and $a_k+b_k$; here these letters denote moments, not the rotational constants that often carry the same names. The defect is $\Delta = C - A - B$.

For one geometry with moments $a, b$ and any real $p, q$, put $p^2/a + q^2/b - (p+q)^2/(a+b)$ over the denominator $ab(a+b)$. The numerator is

$$p^2 b(a+b) + q^2 a(a+b) - (p+q)^2 ab = p^2b^2 + q^2a^2 - 2pqab = (pb-qa)^2.$$

Now set $p = A$, $q = B$, multiply by $w_k$ and sum over the geometries. Since $\sum_k w_k/a_k = 1/A$, and likewise for $B$ and $C$, the left side becomes

$$A + B - \frac{(A+B)^2}{C} = \frac{A+B}{C}\,\Delta.$$

Therefore

$$\Delta = \frac{C}{A+B}\sum_k w_k\,\frac{(A b_k - B a_k)^2}{a_k b_k (a_k+b_k)} \ge 0.$$

If $\Delta = 0$, every square vanishes and $a_k/b_k = A/B$ for all $k$. Conversely, if $a_k = r b_k$ for all $k$, then $1/B = \sum_k w_k/b_k = r\sum_k w_k/a_k = r/A$. Hence $A = rB$, and every square vanishes.

For two equally weighted geometries with moments $(p,q)$ and $(q,p)$, where $p,q>0$, we have $A = B = 2pq/(p+q)$ and $C = p+q$, so

$$\Delta = p+q-\frac{4pq}{p+q} = \frac{(p-q)^2}{p+q}.$$

Here the axis labels are kept from one geometry to the other. Sorting the moments by size within each geometry would give both the same pair, and the defect would be zero.

In simulation practice, a positive defect can arise from averaging over a finite set of strictly planar structures, in a model that leaves out Coriolis and electronic contributions.

## Moments, constants and the defect in Lean

The geometries are indexed by a finite type `ι`; weights and moments are functions `ι → ℝ`.

```lean
import Mathlib

open Finset

namespace AveragedInertialDefect

noncomputable section

variable {ι : Type*} [Fintype ι]
```

The conversion between moment and rotational constant is a single division.

```lean
/-- The rotational constant `κ / I` belonging to a nonzero moment of inertia `I`, where `κ` is the
conversion factor between the two. -/
def rotConst (κ I : ℝ) : ℝ := κ / I
```

The next definition averages the constants first and inverts afterwards, as in the derivation.

```lean
/-- The effective moment of inertia, obtained by averaging the rotational constants of the
geometries with weights `w` summing to one and converting the mean back to a moment. Its domain is
nonzero moments with a nonzero mean rotational constant. -/
def effMoment (κ : ℝ) (w I : ι → ℝ) : ℝ := κ / ∑ k, w k * rotConst κ (I k)
```

Planarity enters through the out-of-plane moment `a k + b k`. The labels `a` and `b` are taken as given for each geometry; no molecular structure or choice of principal axes is modelled.

```lean
/-- The inertial defect of the effective moments for planar geometries with in-plane moments
`a k`, `b k` and out-of-plane moment `a k + b k`. Its domain is that of the three effective
moments. -/
def inertialDefect (κ : ℝ) (w a b : ι → ℝ) : ℝ :=
  effMoment κ w (fun k => a k + b k) - effMoment κ w a - effMoment κ w b
```

## Effective moments as harmonic means

The weights sum to one, so there is at least one geometry and the mean reciprocal moment is positive. The proof then factors `κ` out of the sum and cancels it.

```lean
/-- For a positive conversion factor `κ`, positive moments and positive weights summing to one, the
effective moment is positive and its reciprocal is the weighted mean of the reciprocal moments. -/
theorem effMoment_pos_and_mean_inv {κ : ℝ} {w I : ι → ℝ} (hκ : 0 < κ)
    (hw : ∀ k, 0 < w k) (hw1 : ∑ k, w k = 1) (hI : ∀ k, 0 < I k) :
    0 < effMoment κ w I ∧ ∑ k, w k / I k = 1 / effMoment κ w I := by
  -- normalised weights require at least one geometry
  have hne : (univ : Finset ι).Nonempty := by
    rw [Finset.nonempty_iff_ne_empty]
    intro h
    rw [h] at hw1
    simp at hw1
  have hS : 0 < ∑ k, w k / I k := Finset.sum_pos (fun k _ => div_pos (hw k) (hI k)) hne
  have h : ∑ k, w k * rotConst κ (I k) = κ * ∑ k, w k / I k := by
    rw [Finset.mul_sum]
    refine Finset.sum_congr rfl fun k _ => ?_
    unfold rotConst
    ring
  -- the conversion factor cancels
  have he : effMoment κ w I = 1 / ∑ k, w k / I k := by
    rw [effMoment, h, ← div_div, div_self hκ.ne']
  rw [he]
  exact ⟨one_div_pos.mpr hS, (one_div_one_div _).symm⟩
```

## From one geometry to the average

The single-geometry identity holds for arbitrary real `p` and `q`; the `field` tactic carries out the common-denominator calculation.

```lean
/-- For a single planar geometry with positive in-plane moments `a` and `b`, the combination
`p²/a + q²/b` minus `(p + q)²/(a + b)` is an explicit square over a positive denominator. -/
theorem single_geometry_identity {a b : ℝ} (ha : 0 < a) (hb : 0 < b) (p q : ℝ) :
    p ^ 2 / a + q ^ 2 / b - (p + q) ^ 2 / (a + b)
      = (p * b - q * a) ^ 2 / (a * b * (a + b)) := by
  have hab : a + b ≠ 0 := (add_pos ha hb).ne'
  field
```

In the exact formula, `hs` is the weighted sum of that identity. The equations `ep`, `eq'` and `ec` replace the mean reciprocals by $1/A$, $1/B$ and $1/C$. The `generalize` lines then name the effective moments `p`, `q` and `c`, leaving an algebraic equation for `field`.

```lean
/-- For a positive conversion factor `κ`, positive in-plane moments and positive weights summing to
one, the inertial defect is a positive prefactor times a weighted sum of squares, which measure how
far each geometry departs from the ratio of the effective in-plane moments. -/
theorem inertialDefect_eq_sum_sq {κ : ℝ} {w a b : ι → ℝ} (hκ : 0 < κ)
    (hw : ∀ k, 0 < w k) (hw1 : ∑ k, w k = 1) (ha : ∀ k, 0 < a k) (hb : ∀ k, 0 < b k) :
    inertialDefect κ w a b =
      effMoment κ w (fun k => a k + b k) / (effMoment κ w a + effMoment κ w b) *
        ∑ k, w k * ((effMoment κ w a * b k - effMoment κ w b * a k) ^ 2 /
          (a k * b k * (a k + b k))) := by
  obtain ⟨hp, ep⟩ := effMoment_pos_and_mean_inv hκ hw hw1 ha
  obtain ⟨hq, eq'⟩ := effMoment_pos_and_mean_inv hκ hw hw1 hb
  have hcc := effMoment_pos_and_mean_inv (I := fun k => a k + b k) hκ hw hw1
    (fun k => add_pos (ha k) (hb k))
  have hc := hcc.1
  have ec : ∑ k, w k / (a k + b k) = 1 / effMoment κ w (fun k => a k + b k) := hcc.2
  -- average the identity for a single geometry
  have hs : ∀ p q : ℝ, ∑ k, w k * ((p * b k - q * a k) ^ 2 / (a k * b k * (a k + b k)))
      = p ^ 2 * ∑ k, w k / a k + q ^ 2 * ∑ k, w k / b k
        - (p + q) ^ 2 * ∑ k, w k / (a k + b k) := by
    intro p q
    rw [Finset.mul_sum, Finset.mul_sum, Finset.mul_sum, ← Finset.sum_add_distrib,
      ← Finset.sum_sub_distrib]
    refine Finset.sum_congr rfl fun k _ => ?_
    rw [← single_geometry_identity (ha k) (hb k)]
    ring
  rw [hs, ep, eq', ec, inertialDefect]
  generalize effMoment κ w (fun k => a k + b k) = c at hc ⊢
  generalize effMoment κ w a = p at hp ⊢
  generalize effMoment κ w b = q at hq ⊢
  have hpq : p + q ≠ 0 := (add_pos hp hq).ne'
  field
```

## Sign and equality

Nonnegativity is read off from the formula: the prefactor is positive and each summand is nonnegative.

```lean
/-- Averaging the rotational constants of planar geometries, with a positive conversion factor `κ`,
positive in-plane moments and positive weights summing to one, gives a nonnegative inertial defect.
-/
theorem inertialDefect_nonneg {κ : ℝ} {w a b : ι → ℝ} (hκ : 0 < κ)
    (hw : ∀ k, 0 < w k) (hw1 : ∑ k, w k = 1) (ha : ∀ k, 0 < a k) (hb : ∀ k, 0 < b k) :
    0 ≤ inertialDefect κ w a b := by
  have hp := (effMoment_pos_and_mean_inv hκ hw hw1 ha).1
  have hq := (effMoment_pos_and_mean_inv hκ hw hw1 hb).1
  have hc := (effMoment_pos_and_mean_inv (I := fun k => a k + b k) hκ hw hw1
    (fun k => add_pos (ha k) (hb k))).1
  rw [inertialDefect_eq_sum_sq hκ hw hw1 ha hb]
  refine mul_nonneg (div_pos hc (add_pos hp hq)).le (Finset.sum_nonneg fun k _ => ?_)
  exact mul_nonneg (hw k).le (div_nonneg (sq_nonneg _)
    (mul_pos (mul_pos (ha k) (hb k)) (add_pos (ha k) (hb k))).le)
```

The constant ratio is expressed as `∃ r : ℝ, ∀ k, a k / b k = r`. In the forward direction, a zero sum of nonnegative terms makes each term zero, and the positive weight and denominator leave only the square; the witness is $A/B$. Strict positivity of the weights matters here, since a geometry of weight zero could have any ratio without changing $\Delta$. In the reverse direction, `h` becomes the relation between $A$ and $B$, and `h0` shows that each squared difference is zero.

```lean
/-- For a positive conversion factor `κ`, positive in-plane moments and positive weights summing to
one, the inertial defect vanishes exactly when all geometries have the same ratio of in-plane
moments. -/
theorem inertialDefect_eq_zero_iff {κ : ℝ} {w a b : ι → ℝ} (hκ : 0 < κ)
    (hw : ∀ k, 0 < w k) (hw1 : ∑ k, w k = 1) (ha : ∀ k, 0 < a k) (hb : ∀ k, 0 < b k) :
    inertialDefect κ w a b = 0 ↔ ∃ r : ℝ, ∀ k, a k / b k = r := by
  obtain ⟨hp, ep⟩ := effMoment_pos_and_mean_inv hκ hw hw1 ha
  obtain ⟨hq, eq'⟩ := effMoment_pos_and_mean_inv hκ hw hw1 hb
  have hc := (effMoment_pos_and_mean_inv (I := fun k => a k + b k) hκ hw hw1
    (fun k => add_pos (ha k) (hb k))).1
  have hd : ∀ k, 0 < a k * b k * (a k + b k) := fun k =>
    mul_pos (mul_pos (ha k) (hb k)) (add_pos (ha k) (hb k))
  rw [inertialDefect_eq_sum_sq hκ hw hw1 ha hb]
  constructor
  · -- a vanishing sum of squares fixes the ratio in every geometry
    intro h
    have hS := (mul_eq_zero.mp h).resolve_left (div_pos hc (add_pos hp hq)).ne'
    rw [Finset.sum_eq_zero_iff_of_nonneg (fun k _ =>
      mul_nonneg (hw k).le (div_nonneg (sq_nonneg _) (hd k).le))] at hS
    refine ⟨effMoment κ w a / effMoment κ w b, fun k => ?_⟩
    have h2 := (mul_eq_zero.mp (hS k (Finset.mem_univ k))).resolve_left (hw k).ne'
    have h3 := (div_eq_zero_iff.mp h2).resolve_right (hd k).ne'
    have h4 := (pow_eq_zero_iff two_ne_zero).mp h3
    rw [div_eq_div_iff (hb k).ne' hq.ne']
    linear_combination -h4
  · -- a common ratio is inherited by the effective moments
    rintro ⟨r, hr⟩
    have hab : ∀ k, a k = r * b k := fun k => (div_eq_iff (hb k).ne').mp (hr k)
    have h : r * ∑ k, w k / a k = ∑ k, w k / b k := by
      rw [Finset.mul_sum]
      refine Finset.sum_congr rfl fun k _ => ?_
      rw [← hr k]
      have h1 := (ha k).ne'
      have h2 := (hb k).ne'
      field
    rw [ep, eq', mul_one_div, div_eq_div_iff hp.ne' hq.ne'] at h
    refine mul_eq_zero_of_right _ (Finset.sum_eq_zero fun k _ => ?_)
    have h0 : effMoment κ w a * b k - effMoment κ w b * a k = 0 := by
      linear_combination (-b k) * h - effMoment κ w b * hab k
    rw [h0]
    simp
```

## Two geometries with interchanged moments

The lists `![p, q]` and `![q, p]` hold the first and second in-plane moments of the two geometries. This proof computes the three mean rotational constants directly, in `e1`, `e2` and `e3`, and simplifies the difference of the effective moments.

```lean
/-- Two equally weighted planar geometries whose positive in-plane moments `p` and `q` are
interchanged have inertial defect `(p - q)² / (p + q)`, for every positive conversion factor `κ`. -/
theorem inertialDefect_interchanged {κ p q : ℝ} (hκ : 0 < κ) (hp : 0 < p) (hq : 0 < q) :
    inertialDefect κ ![1 / 2, 1 / 2] ![p, q] ![q, p] = (p - q) ^ 2 / (p + q) := by
  have hpq : p + q ≠ 0 := (add_pos hp hq).ne'
  -- the three mean rotational constants
  have e1 : 1 / 2 * (κ / p) + 1 / 2 * (κ / q) = κ * (p + q) / (2 * p * q) := by field
  have e2 : 1 / 2 * (κ / q) + 1 / 2 * (κ / p) = κ * (p + q) / (2 * p * q) := by field
  have e3 : 1 / 2 * (κ / (p + q)) + 1 / 2 * (κ / (q + p)) = κ / (p + q) := by
    rw [add_comm q p]
    ring
  simp only [inertialDefect, effMoment, rotConst, Fin.sum_univ_two, Matrix.cons_val_zero,
    Matrix.cons_val_one]
  rw [e1, e2, e3]
  field

end

end AveragedInertialDefect
```

```lean
#print axioms AveragedInertialDefect.inertialDefect_nonneg
-- 'AveragedInertialDefect.inertialDefect_nonneg' depends on axioms: [propext, Classical.choice, Quot.sound]
#print axioms AveragedInertialDefect.inertialDefect_eq_zero_iff
-- 'AveragedInertialDefect.inertialDefect_eq_zero_iff' depends on axioms: [propext, Classical.choice, Quot.sound]
#print axioms AveragedInertialDefect.inertialDefect_interchanged
-- 'AveragedInertialDefect.inertialDefect_interchanged' depends on axioms: [propext, Classical.choice, Quot.sound]
```
